# Linear extrapolation from two smaller nuclear charges bounds the lowest eigenvalue of A − ZB from above, for Hermitian A and B

The species H⁻, He, Li⁺, Be²⁺ and so on all have two electrons and differ in the nuclear charge Z. Suppose the ground energies of two neighbours are known and the next one is wanted. The simplest estimate continues the straight line through the two known values. Is that estimate too high or too low?

For a nonrelativistic Hamiltonian with a fixed nucleus, treated in one finite basis for all charges, it is never too low. The ground energy E(Z) is concave in Z, and it does not increase with Z when B, the matrix that multiplies −Z in the Hamiltonian, is positive semidefinite, as it is for the attraction to a nucleus.

## One basis for every charge, and a real Z

In atomic units the Hamiltonian matrix is

H(Z) = A − ZB,

where A contains the kinetic energy and the electron repulsion, and B is the matrix of 1/r₁ + 1/r₂, with r₁ and r₂ the electron–nucleus distances. The basis is orthonormal and consists of antisymmetric two-electron functions. Neither matrix depends on Z, so the mean energy in a fixed state x is a straight line in Z:

⟨H(Z)⟩ₓ = ⟨A⟩ₓ − Z⟨B⟩ₓ.

The line bound on E(Z) derived below, and the results that follow from it, rest on this linearity. If the basis exponents were changed with Z, A and B would change too. A general Z-dependent Hermitian matrix need not obey the bound: the 1×1 matrix Z² has energies 0, 1 and 4 at Z = 0, 1 and 2, and extrapolation gives 2 instead of 4.

In the code, the type `n` labels the basis functions and a state is a vector `n → ℂ`, not necessarily normalised.

```lean
import Mathlib

open Matrix
open scoped ComplexOrder

namespace HeliumIsoelectronic

noncomputable section

variable {n : Type*} [Fintype n] [DecidableEq n]

/-- The Hamiltonian `A - Z B` at nuclear charge `Z`: `A` holds the kinetic energy and the
electron repulsion, `B` the attraction to a nucleus of unit charge with its sign reversed. -/
def hamiltonian (A B : Matrix n n ℂ) (Z : ℝ) : Matrix n n ℂ := A - (Z : ℂ) • B
```

The levels are the real numbers with a nonzero eigenvector, and E(Z) is `groundEnergy (hamiltonian A B Z)`.

```lean
/-- The energy levels of `H`: the real numbers that have a nonzero eigenvector. -/
def energyLevels (H : Matrix n n ℂ) : Set ℝ :=
  {e | ∃ v : n → ℂ, v ≠ 0 ∧ H *ᵥ v = (e : ℂ) • v}

/-- The ground energy of a Hermitian matrix `H` on a nonempty basis: the infimum of its
energy levels. -/
def groundEnergy (H : Matrix n n ℂ) : ℝ := sInf (energyLevels H)

/-- A ground state of `H`: a nonzero eigenvector belonging to the ground energy. -/
def IsGroundState (H : Matrix n n ℂ) (v : n → ℂ) : Prop :=
  v ≠ 0 ∧ H *ᵥ v = (groundEnergy H : ℂ) • v
```

The mean value includes the division by ⟨x|x⟩.

```lean
/-- The mean value `⟨x|H|x⟩ / ⟨x|x⟩` of a Hermitian matrix `H` in a state `x ≠ 0`. -/
def meanValue (H : Matrix n n ℂ) (x : n → ℂ) : ℝ :=
  (star x ⬝ᵥ H *ᵥ x).re / ∑ i, ‖x i‖ ^ 2
```

The charge is any real number, not only a positive integer. Its being real keeps H(Z) Hermitian, as the first lemma below states; the second is the straight line above.

```lean
omit [Fintype n] [DecidableEq n] in
/-- For Hermitian `A` and `B` the Hamiltonian is Hermitian at every real nuclear charge. -/
theorem hamiltonian_isHermitian {A B : Matrix n n ℂ} (hA : A.IsHermitian)
    (hB : B.IsHermitian) (Z : ℝ) : (hamiltonian A B Z).IsHermitian := by
  simp [Matrix.IsHermitian, hamiltonian, Matrix.conjTranspose_sub,
    Matrix.conjTranspose_smul, hA.eq, hB.eq]

omit [DecidableEq n] in
/-- In a fixed state the mean energy is an affine function of the nuclear charge. -/
theorem meanValue_hamiltonian (A B : Matrix n n ℂ) (Z : ℝ) (x : n → ℂ) :
    meanValue (hamiltonian A B Z) x = meanValue A x - Z * meanValue B x := by
  unfold meanValue hamiltonian
  rw [Matrix.sub_mulVec, Matrix.smul_mulVec, dotProduct_sub, dotProduct_smul]
  simp only [smul_eq_mul, Complex.sub_re, Complex.re_ofReal_mul]
  ring
```

## A finite basis with at least one function

This hypothesis provides a ground state. By hand, a Hermitian matrix has real eigenvalues, and each is a root of the characteristic polynomial det(e·1 − H). There are finitely many roots, so one level is the lowest.

Without finiteness this can fail: the full two-electron differential operator at Z = 0 has only kinetic energy and repulsion, and no bound state. The step from fixed-basis energies to the exact energies of the ions is therefore one that the hypotheses do not supply.

The first lemma takes an eigenvector from Mathlib's spectral decomposition, so the set of levels is nonempty. The second shows that the set is finite and that its infimum belongs to it.

```lean
/-- Each eigenvalue in the spectral decomposition of a Hermitian matrix is an energy level. -/
theorem eigenvalue_mem {H : Matrix n n ℂ} (hH : H.IsHermitian) (i : n) :
    hH.eigenvalues i ∈ energyLevels H := by
  refine ⟨(hH.eigenvectorBasis i).ofLp, fun h =>
    hH.eigenvectorBasis.orthonormal.ne_zero i (PiLp.ext fun j => congrFun h j), ?_⟩
  rw [hH.mulVec_eigenvectorBasis i]
  ext j
  simp

/-- On a nonempty basis, the ground energy of a Hermitian matrix is itself an energy level,
and it is the lowest one. -/
theorem groundEnergy_isLeast [Nonempty n] {H : Matrix n n ℂ} (hH : H.IsHermitian) :
    IsLeast (energyLevels H) (groundEnergy H) := by
  -- the levels are roots of the characteristic polynomial, hence finite in number
  have hfin : (energyLevels H).Finite := by
    refine ((H.charpoly.roots.toFinset.finite_toSet).preimage
      (Complex.ofReal_injective.injOn)).subset ?_
    rintro e ⟨v, hv, he⟩
    have hdet : (Matrix.scalar n (e : ℂ) - H).det = 0 := by
      refine Matrix.exists_mulVec_eq_zero_iff.mp ⟨v, hv, ?_⟩
      rw [Matrix.sub_mulVec, he]
      ext i
      simp [Matrix.scalar_apply]
    have hroot : H.charpoly.eval (e : ℂ) = 0 := by rw [Matrix.eval_charpoly, hdet]
    simp [H.charpoly_monic.ne_zero, hroot]
  have hne : (energyLevels H).Nonempty := ⟨_, eigenvalue_mem hH (Classical.arbitrary n)⟩
  exact ⟨hne.csInf_mem hfin, fun e he => csInf_le hfin.bddBelow he⟩
```

The deciding device is `hne.csInf_mem hfin`: the infimum of a nonempty finite set of reals is a member of the set. The definition through `sInf` makes sense for any matrix but promises no eigenvector; for an empty basis it returns 0, although there is no level. Membership supplies what is missing. Unfolded, `groundEnergy H ∈ energyLevels H` says that a nonzero v exists with Hv = Ev, which is exactly the content of `IsGroundState`. The later proofs can therefore begin by obtaining a ground state from the first half of `groundEnergy_isLeast`.

## Hermitian A and B

Hermiticity expresses that both parts of the energy are observables. By hand it gives the variational principle. Expand x in orthonormal eigenvectors of H with coefficients cᵢ and eigenvalues eᵢ, and let E be the lowest eigenvalue. Then

⟨H⟩ₓ − E = Σᵢ |cᵢ|²(eᵢ − E) / Σᵢ |cᵢ|² ≥ 0.

The difference vanishes exactly when x has components only along eigenvectors with eᵢ = E, that is, when Hx = Ex.

Without Hermiticity the extrapolation can come out too low. Take A with rows (0, 1) and (1, 0), and the non-Hermitian B with rows (0, 0) and (−1, 0). The lowest eigenvalue is −√(1 + Z) for Z ≥ 0. From Z = 0 and 1 the line predicts 1 − 2√2 ≈ −1.83 at Z = 2, below the true −√3 ≈ −1.73.

The Lean proof works with H − E·1, written as `hamiltonian H 1 (groundEnergy H)`. An eigenvalue μ of this matrix makes μ + E a level of H, so μ ≥ 0 and the matrix is positive semidefinite. Its mean value is then nonnegative. If that mean value is zero, `dotProduct_mulVec_zero_iff` shows that the matrix sends x to zero, which is the equality case.

```lean
/-- Variational principle: for a Hermitian matrix the mean energy of a nonzero state is at
least the ground energy, with equality exactly for eigenvectors of the ground energy. -/
theorem variational_principle [Nonempty n] {H : Matrix n n ℂ} (hH : H.IsHermitian)
    {x : n → ℂ} (hx : x ≠ 0) :
    groundEnergy H ≤ meanValue H x ∧
      (meanValue H x = groundEnergy H ↔ H *ᵥ x = (groundEnergy H : ℂ) • x) := by
  have hM : (hamiltonian H 1 (groundEnergy H)).IsHermitian :=
    hamiltonian_isHermitian hH Matrix.isHermitian_one _
  -- measured from the ground energy, every level is nonnegative
  have hpsd : (hamiltonian H 1 (groundEnergy H)).PosSemidef := by
    refine hM.posSemidef_iff_eigenvalues_nonneg.mpr fun i => ?_
    show (0 : ℝ) ≤ hM.eigenvalues i
    obtain ⟨v, hv, he⟩ := eigenvalue_mem hM i
    generalize hM.eigenvalues i = μ at he ⊢
    rw [hamiltonian, Matrix.sub_mulVec, Matrix.smul_mulVec, Matrix.one_mulVec] at he
    have hmem : μ + groundEnergy H ∈ energyLevels H := by
      refine ⟨v, hv, ?_⟩
      rw [Complex.ofReal_add, add_smul, ← he, sub_add_cancel]
    have := (groundEnergy_isLeast hH).2 hmem
    linarith
  have hpos : 0 < ∑ i, ‖x i‖ ^ 2 := by
    obtain ⟨i, hi⟩ := Function.ne_iff.mp hx
    exact Finset.sum_pos' (fun j _ => sq_nonneg _)
      ⟨i, Finset.mem_univ i, pow_pos (norm_pos_iff.mpr hi) 2⟩
  have hnorm : (star x ⬝ᵥ x).re = ∑ i, ‖x i‖ ^ 2 := by
    simp [dotProduct, ← Complex.normSq_eq_norm_sq, Complex.normSq_apply]
  have hone : meanValue 1 x = 1 := by
    unfold meanValue
    rw [Matrix.one_mulVec, hnorm, div_self hpos.ne']
  have hlin := meanValue_hamiltonian H 1 (groundEnergy H) x
  rw [hone, mul_one] at hlin
  have h0 := Complex.le_def.mp (hpsd.dotProduct_mulVec_nonneg x)
  have hker : hamiltonian H 1 (groundEnergy H) *ᵥ x = 0 ↔
      H *ᵥ x = (groundEnergy H : ℂ) • x := by
    rw [hamiltonian, Matrix.sub_mulVec, Matrix.smul_mulVec, Matrix.one_mulVec, sub_eq_zero]
  refine ⟨?_, fun h => ?_, fun h => ?_⟩
  · have : 0 ≤ meanValue (hamiltonian H 1 (groundEnergy H)) x := div_nonneg h0.1 hpos.le
    linarith
  · -- a vanishing mean value of a positive semidefinite matrix forces a null vector
    have h2 : meanValue (hamiltonian H 1 (groundEnergy H)) x = 0 := by linarith
    have h3 := (div_eq_zero_iff.mp h2).resolve_right hpos.ne'
    exact hker.mp ((hpsd.dotProduct_mulVec_zero_iff x).mp (Complex.ext h3 h0.2.symm))
  · have h2 : meanValue (hamiltonian H 1 (groundEnergy H)) x = 0 := by
      unfold meanValue
      rw [hker.mpr h]
      simp
    linarith
```

Now let v be a ground state at Z and use it as a trial state at Z′:

E(Z′) ≤ ⟨A⟩ᵥ − Z′⟨B⟩ᵥ = E(Z) − (Z′ − Z)⟨B⟩ᵥ.

The right-hand side is a straight line in Z′ that touches E at Z and lies nowhere below it. The proof applies the variational principle at Z′ for the inequality and its equality case at Z.

```lean
variable [Nonempty n] {A B : Matrix n n ℂ}

/-- For Hermitian `A` and `B`, a ground state at charge `Z`, used as a trial state at charge
`Z'`, bounds the ground energy there by a straight line of slope `-⟨B⟩`. -/
theorem frozen_state_bound (hA : A.IsHermitian) (hB : B.IsHermitian) {Z : ℝ} {v : n → ℂ}
    (hv : IsGroundState (hamiltonian A B Z) v) (Z' : ℝ) :
    groundEnergy (hamiltonian A B Z') ≤
      groundEnergy (hamiltonian A B Z) - (Z' - Z) * meanValue B v := by
  have h1 := (variational_principle (hamiltonian_isHermitian hA hB Z') hv.1).1
  have h2 := (variational_principle (hamiltonian_isHermitian hA hB Z) hv.1).2.mpr hv.2
  rw [meanValue_hamiltonian] at h1 h2
  linarith
```

## Positive semidefinite B, for the direction of change only

The operator 1/r₁ + 1/r₂ is positive, so its matrix satisfies ⟨B⟩ₓ ≥ 0 in every state. For Z′ ≥ Z the line then gives

E(Z′) ≤ E(Z) − (Z′ − Z)⟨B⟩ᵥ ≤ E(Z).

Lean's `Antitone` means nonincreasing, not strictly decreasing. Hermiticity of B alone would not suffice: for the 1×1 matrices A = 0 and B = −1, E(Z) = Z increases.

```lean
/-- For Hermitian `A` and positive semidefinite `B`, the ground energy does not increase with
the nuclear charge. -/
theorem groundEnergy_antitone (hA : A.IsHermitian) (hB : B.PosSemidef) :
    Antitone fun Z : ℝ => groundEnergy (hamiltonian A B Z) := by
  intro Z Z' hZ
  obtain ⟨v, hv⟩ := (groundEnergy_isLeast (hamiltonian_isHermitian hA hB.isHermitian Z)).1
  have h := frozen_state_bound hA hB.isHermitian hv Z'
  have hb : 0 ≤ meanValue B v :=
    div_nonneg (Complex.le_def.mp (hB.dotProduct_mulVec_nonneg v)).1
      (Finset.sum_nonneg fun i _ => sq_nonneg _)
  have := mul_nonneg (sub_nonneg.mpr hZ) hb
  show groundEnergy (hamiltonian A B Z') ≤ groundEnergy (hamiltonian A B Z)
  linarith
```

Concavity needs no sign of B. Let W = ax + (1 − a)y with 0 ≤ a ≤ 1, where x and y are now two charges, and let v be a ground state at W. Weight the bounds at x and y by a and 1 − a and add them:

aE(x) + (1 − a)E(y) ≤ E(W) − [a(x − W) + (1 − a)(y − W)]⟨B⟩ᵥ = E(W),

since the bracket is zero. The proof forms the same two weighted inequalities and leaves the sum to `linarith`.

```lean
/-- For Hermitian `A` and `B`, the ground energy is a concave function of the nuclear charge. -/
theorem groundEnergy_concave (hA : A.IsHermitian) (hB : B.IsHermitian) :
    ConcaveOn ℝ Set.univ fun Z : ℝ => groundEnergy (hamiltonian A B Z) := by
  refine ⟨convex_univ, fun x _ y _ a b ha hb hab => ?_⟩
  obtain rfl : b = 1 - a := by linarith
  simp only [smul_eq_mul]
  -- the line from a ground state at the intermediate charge is not below the energy at `x` or `y`
  obtain ⟨v, hv⟩ := (groundEnergy_isLeast
    (hamiltonian_isHermitian hA hB (a * x + (1 - a) * y))).1
  have h1 := mul_le_mul_of_nonneg_left (frozen_state_bound hA hB hv x) ha
  have h2 := mul_le_mul_of_nonneg_left (frozen_state_bound hA hB hv y) hb
  linarith
```

## Charges in order: h > 0 and k ≥ 0

The known energies are at Z − h and Z, and the target is Z + k. Here h is a step in charge, not Planck's constant. With v a ground state at Z and b = ⟨B⟩ᵥ, the line bound at Z − h reads E(Z − h) ≤ E(Z) + hb. Dividing by h > 0 gives

−b ≤ [E(Z) − E(Z − h)]/h.

At Z + k the line bound, followed by multiplication of this inequality by k ≥ 0, gives

E(Z + k) ≤ E(Z) − kb ≤ E(Z) + k[E(Z) − E(Z − h)]/h.

In the proof, `h1` and `h2` are the two line bounds, `h3` is the division and `h4` the multiplication. For −h < k < 0 the task is interpolation, and concavity puts the chord on or below the curve instead.

```lean
/-- For Hermitian `A` and `B`, the straight line through the ground energies at `Z - h` and
`Z`, with `h > 0`, continued to `Z + k` with `k ≥ 0`, is never below the ground energy there. -/
theorem extrapolation_bound (hA : A.IsHermitian) (hB : B.IsHermitian) (Z : ℝ) {h k : ℝ}
    (hh : 0 < h) (hk : 0 ≤ k) :
    groundEnergy (hamiltonian A B (Z + k)) ≤ groundEnergy (hamiltonian A B Z) +
      k * ((groundEnergy (hamiltonian A B Z) - groundEnergy (hamiltonian A B (Z - h))) / h) := by
  obtain ⟨v, hv⟩ := (groundEnergy_isLeast (hamiltonian_isHermitian hA hB Z)).1
  have h1 := frozen_state_bound hA hB hv (Z + k)
  have h2 := frozen_state_bound hA hB hv (Z - h)
  have h3 : -meanValue B v ≤
      (groundEnergy (hamiltonian A B Z) - groundEnergy (hamiltonian A B (Z - h))) / h := by
    rw [le_div_iff₀ hh]
    linarith
  have h4 := mul_le_mul_of_nonneg_left h3 hk
  linarith
```

For h = k = 1 this becomes

E(Z + 1) ≤ 2E(Z) − E(Z − 1).

Equality holds exactly when one vector is a ground state at both Z − 1 and Z + 1. Suppose first that equality holds, and let v be a ground state at Z. Its mean energies at the two neighbouring charges add up to 2E(Z) = E(Z − 1) + E(Z + 1). Neither can lie below its ground energy, so both are equal to it, and v is a ground state at both charges.

Conversely, if v is a ground state at both neighbours, its mean energy at Z is the average of theirs, so

E(Z) ≤ [E(Z − 1) + E(Z + 1)]/2.

Together with the bound this gives equality. The two branches of the proof follow these two arguments.

The inequality can serve as a consistency check on full configuration-interaction ground energies of an atom at three consecutive charges, provided that all three use the nonrelativistic fixed-nucleus Hamiltonian, the same finite basis and the same number of electrons.

```lean
/-- For Hermitian `A` and `B`, linear extrapolation from the charges `Z - 1` and `Z` never gives
too low an energy at `Z + 1`; it is exact if and only if some vector is a ground state at both
`Z - 1` and `Z + 1`. -/
theorem linear_extrapolation (hA : A.IsHermitian) (hB : B.IsHermitian) (Z : ℝ) :
    groundEnergy (hamiltonian A B (Z + 1)) ≤
        2 * groundEnergy (hamiltonian A B Z) - groundEnergy (hamiltonian A B (Z - 1)) ∧
      (groundEnergy (hamiltonian A B (Z + 1)) =
          2 * groundEnergy (hamiltonian A B Z) - groundEnergy (hamiltonian A B (Z - 1)) ↔
        ∃ v, IsGroundState (hamiltonian A B (Z - 1)) v ∧
          IsGroundState (hamiltonian A B (Z + 1)) v) := by
  have hle := extrapolation_bound hA hB Z one_pos zero_le_one
  rw [div_one, one_mul] at hle
  have vp := fun (W : ℝ) (v : n → ℂ) (hv : v ≠ 0) =>
    variational_principle (hamiltonian_isHermitian hA hB W) hv
  simp only [meanValue_hamiltonian] at vp
  refine ⟨by linarith, fun heq => ?_, ?_⟩
  · -- the ground state at `Z` saturates the variational principle at both neighbours
    obtain ⟨v, hv, he⟩ := (groundEnergy_isLeast (hamiltonian_isHermitian hA hB Z)).1
    have h0 := (vp Z v hv).2.mpr he
    have h1 := (vp (Z - 1) v hv).1
    have h2 := (vp (Z + 1) v hv).1
    exact ⟨v, ⟨hv, (vp (Z - 1) v hv).2.mp (by linarith)⟩,
      ⟨hv, (vp (Z + 1) v hv).2.mp (by linarith)⟩⟩
  · rintro ⟨v, ⟨hv, h1⟩, ⟨_, h2⟩⟩
    have e0 := (vp Z v hv).1
    have e1 := (vp (Z - 1) v hv).2.mpr h1
    have e2 := (vp (Z + 1) v hv).2.mpr h2
    linarith

end

end HeliumIsoelectronic
```

```lean
#print axioms HeliumIsoelectronic.groundEnergy_antitone
#print axioms HeliumIsoelectronic.groundEnergy_concave
#print axioms HeliumIsoelectronic.linear_extrapolation
```

```
'HeliumIsoelectronic.groundEnergy_antitone' depends on axioms: [propext, Classical.choice, Quot.sound]
'HeliumIsoelectronic.groundEnergy_concave' depends on axioms: [propext, Classical.choice, Quot.sound]
'HeliumIsoelectronic.linear_extrapolation' depends on axioms: [propext, Classical.choice, Quot.sound]
```
